# For finitely many normalised weights, the third derivative of log ∑ p_j exp(−i q x_j) at q = 0 is i times the third central moment

Let finitely many real weights p_j, with sum one, sit at real positions x_j with mean m = ∑ p_j x_j. Put C(q) = ∑ p_j exp(−i q x_j) for real q. Then

    (d³/dq³) log C(q) at q = 0 equals i ∑ p_j (x_j − m)³,

where log is the principal logarithm.

The physical question is how the position of the electrons in a quantum state is distributed about its mean. If p_j is the probability of finding the total position x_j, then C(q) is the expectation value of exp(−i q X), with X the operator of the total position, the sum of the electrons' coordinates along one axis. At q = 0 the first derivative of log C gives the mean, and so the electronic dipole along that axis up to the charge; the second gives the spread, and the third a measure of the asymmetry. For a molecule or an open chain modelled with finitely many positions, the result reads this asymmetry off the phase of C near q = 0.

## Positions, moments and the generating function

The positions are labelled by a finite type `ι`, whose elements the code calls sites. For several electrons each of them stands for a value of the total position, not for a lattice site. The weights and positions are functions `p x : ι → ℝ`, and negative weights are allowed.

```lean
import Mathlib

open Complex Filter Topology

namespace PolarisationCumulant

noncomputable section

variable {ι : Type*} [Fintype ι]
```

The mean position is m = ∑ p_j x_j, with no division by the total weight.

```lean
/-- The mean position `∑ p_j x_j`. -/
def mean (p x : ι → ℝ) : ℝ := ∑ j, p j * x j
```

The moments about the origin are μ_n = ∑ p_j x_jⁿ, so that μ_1 = m.

```lean
/-- The moment `∑ p_j x_j ^ n` about the origin. -/
def moment (p x : ι → ℝ) (n : ℕ) : ℝ := ∑ j, p j * x j ^ n
```

The central moments are K_n = ∑ p_j (x_j − m)ⁿ.

```lean
/-- The central moment `∑ p_j (x_j - m) ^ n` about the mean position `m`. -/
def centralMoment (p x : ι → ℝ) (n : ℕ) : ℝ := ∑ j, p j * (x j - mean p x) ^ n
```

The generating function C has a minus sign in its exponent. The opposite sign would turn the i of the result into −i.

```lean
/-- The generating function `C(q) = ∑ p_j exp(-i q x_j)` of the weights and positions. -/
def genFn (p x : ι → ℝ) (q : ℝ) : ℂ := ∑ j, (p j : ℂ) * Complex.exp (-(I * q * x j))
```

Its principal logarithm, with imaginary part in (−π, π], is L(q) = log C(q).

```lean
/-- The principal logarithm of the generating function, meant for those `q` at which
the generating function is not zero. -/
def logGen (p x : ι → ℝ) (q : ℝ) : ℂ := Complex.log (genFn p x q)
```

Each derivative of C brings down a factor −i x_j, so the sums needed are

    M_n(q) = ∑ p_j (−i x_j)ⁿ exp(−i q x_j).

```lean
/-- The phase-weighted moment `∑ p_j (-i x_j) ^ n exp(-i q x_j)`. -/
def phaseMoment (p x : ι → ℝ) (n : ℕ) (q : ℝ) : ℂ :=
  ∑ j, (p j : ℂ) * (-(I * x j)) ^ n * Complex.exp (-(I * q * x j))
```

## Derivatives of C

Since (d/dq) exp(−i q x_j) = −i x_j exp(−i q x_j), differentiating term by term gives

    M_n′(q) = M_{n+1}(q).

Lean's `HasDerivAt f d q` says that f is differentiable at q with derivative d.

```lean
/-- Differentiating a phase-weighted moment with respect to `q` raises its order by one. -/
theorem hasDerivAt_phaseMoment (p x : ι → ℝ) (n : ℕ) (q : ℝ) :
    HasDerivAt (phaseMoment p x n) (phaseMoment p x (n + 1) q) q := by
  unfold phaseMoment
  apply HasDerivAt.fun_sum
  intro j _
  have h0 : HasDerivAt (fun t : ℝ => (t : ℂ)) 1 q := by
    simpa using (hasDerivAt_id q).ofReal_comp
  have h : HasDerivAt (fun t : ℝ => -(I * (t : ℂ) * x j)) (-(I * x j)) q :=
    ((h0.const_mul I).mul_const (x j : ℂ)).fun_neg.congr_deriv (by ring)
  exact (h.cexp.const_mul ((p j : ℂ) * (-(I * x j)) ^ n)).congr_deriv
    (by rw [pow_succ]; ring)
```

Because M_0 = C, the case n = 0 is C′ = M_1.

```lean
/-- The derivative of the generating function is the first phase-weighted moment. -/
theorem hasDerivAt_genFn (p x : ι → ℝ) (q : ℝ) :
    HasDerivAt (genFn p x) (phaseMoment p x 1 q) q := by
  have h := hasDerivAt_phaseMoment p x 0 q
  have e : phaseMoment p x 0 = genFn p x := by
    funext t
    simp [phaseMoment, genFn]
  rw [e] at h
  exact h
```

At q = 0 every exponential is one, and the factors of −i come out of the sum:

    M_n(0) = (−i)ⁿ μ_n.

```lean
/-- At `q = 0` the phase-weighted moment of order `n` is `(-i) ^ n` times the moment. -/
theorem phaseMoment_at_zero (p x : ι → ℝ) (n : ℕ) :
    phaseMoment p x n 0 = (-I) ^ n * (moment p x n : ℂ) := by
  simp only [phaseMoment, moment, ofReal_zero, mul_zero, zero_mul, neg_zero,
    Complex.exp_zero, mul_one]
  push_cast
  rw [Finset.mul_sum]
  refine Finset.sum_congr rfl fun j _ => ?_
  rw [← neg_mul, mul_pow]
  ring
```

Normalisation, the hypothesis `hp`, gives C(0) = ∑ p_j = 1.

```lean
/-- For weights with sum one the generating function equals one at `q = 0`. -/
theorem genFn_zero (p x : ι → ℝ) (hp : ∑ j, p j = 1) : genFn p x 0 = 1 := by
  simp only [genFn, ofReal_zero, mul_zero, zero_mul, neg_zero, Complex.exp_zero, mul_one]
  exact_mod_cast hp
```

## The logarithm near q = 0

The principal logarithm is differentiable away from zero and the negative real axis. C is continuous and C(0) = 1, so C(q) avoids that cut for all q close enough to zero. There

    L′ = C′/C = M_1/C,
    L″ = M_2/C − (M_1/C)².

The device that carries the proof is eventual equality, written `=ᶠ[𝓝 0]`: two functions agree on some neighbourhood of zero. Agreement at the single point q = 0 would say nothing about derivatives there, while agreement everywhere can fail, since C may cross the cut at larger q. Eventual equality lies between the two and survives differentiation. In the proof, `hs` records that C stays in `slitPlane`, the complex plane without the cut; `e1` is the formula for L′; and `e1.deriv` passes from it to the second derivative, which the quotient rule then evaluates.

```lean
/-- For weights with sum one, the second derivative of the logarithm is
`M₂/C - (M₁/C)²` for all `q` near zero, with `M₁`, `M₂` the phase-weighted moments. -/
theorem second_deriv_near_zero (p x : ι → ℝ) (hp : ∑ j, p j = 1) :
    iteratedDeriv 2 (logGen p x) =ᶠ[𝓝 0] fun q =>
      phaseMoment p x 2 q / genFn p x q -
        phaseMoment p x 1 q / genFn p x q * (phaseMoment p x 1 q / genFn p x q) := by
  -- near q = 0 the generating function avoids the branch cut
  have hs : ∀ᶠ q in 𝓝 (0 : ℝ), genFn p x q ∈ slitPlane :=
    (hasDerivAt_genFn p x 0).continuousAt.preimage_mem_nhds
      (isOpen_slitPlane.mem_nhds (by rw [genFn_zero p x hp]; exact one_mem_slitPlane))
  have e1 : deriv (logGen p x) =ᶠ[𝓝 0] fun q => phaseMoment p x 1 q / genFn p x q :=
    hs.mono fun q h => ((hasDerivAt_genFn p x q).clog_real h).deriv
  have e : iteratedDeriv 2 (logGen p x) = deriv (iteratedDeriv 1 (logGen p x)) :=
    iteratedDeriv_succ
  rw [e, iteratedDeriv_one]
  refine e1.deriv.trans (hs.mono fun q h => ?_)
  have hz : genFn p x q ≠ 0 := slitPlane_ne_zero h
  have h1 : HasDerivAt (phaseMoment p x 1) (phaseMoment p x 2 q) q :=
    hasDerivAt_phaseMoment p x 1 q
  refine ((h1.fun_div (hasDerivAt_genFn p x q) hz).congr_deriv ?_).deriv
  field_simp
```

At q = 0 this becomes

    L″(0) = −μ_2 − (−i m)² = −(μ_2 − m²).

Expanding the square in K_2 and using ∑ p_j = 1 gives K_2 = μ_2 − 2m² + m² = μ_2 − m². Hence L″(0) = −K_2, minus the variance when the weights are probabilities. Despite its name, `second_cumulant` states the derivative, sign included; the cumulant itself is K_2.

```lean
/-- For weights with sum one, the second derivative of the logarithm at `q = 0` is minus the second
central moment of the position. -/
theorem second_cumulant (p x : ι → ℝ) (hp : ∑ j, p j = 1) :
    iteratedDeriv 2 (logGen p x) 0 = -(centralMoment p x 2 : ℂ) := by
  have h1 : moment p x 1 = mean p x := by simp [moment, mean]
  have hc : centralMoment p x 2 = moment p x 2 - mean p x ^ 2 := by
    have e : ∀ j, p j * (x j - mean p x) ^ 2 =
        p j * x j ^ 2 - 2 * mean p x * (p j * x j) + mean p x ^ 2 * p j := by
      intro j; ring
    have hm : ∑ j, p j * x j = mean p x := rfl
    have h2 : ∑ j, p j * x j ^ 2 = moment p x 2 := rfl
    unfold centralMoment
    simp only [e, Finset.sum_add_distrib, Finset.sum_sub_distrib, ← Finset.mul_sum, hp, hm, h2]
    ring
  rw [(second_deriv_near_zero p x hp).eq_of_nhds, hc]
  simp only [genFn_zero p x hp, phaseMoment_at_zero, h1]
  push_cast
  linear_combination ((moment p x 2 : ℂ) - (mean p x : ℂ) ^ 2) * Complex.I_sq
```

## The third derivative

One more differentiation of the formula for L″ gives

    L‴ = M_3/C − M_2 M_1/C² − 2 (M_1/C)(M_2/C − M_1²/C²)
       = M_3/C − 3 M_1 M_2/C² + 2 M_1³/C³.

With C(0) = 1, M_1(0) = −i m, M_2(0) = −μ_2 and M_3(0) = i μ_3,

    L‴(0) = i (μ_3 − 3 m μ_2 + 2 m³).

The central moment expands to the same bracket:

    K_3 = μ_3 − 3 m μ_2 + 3 m² · m − m³ = μ_3 − 3 m μ_2 + 2 m³.

In the code `hc` is this expansion, `r1` and `r2` are the quotient rules for M_1/C and M_2/C, and the final `linear_combination` uses i² = −1.

```lean
/-- For weights with sum one, the second derivative of the logarithm is differentiable at
`q = 0`, and its derivative there is `i` times the third central moment. -/
theorem hasDerivAt_second_deriv (p x : ι → ℝ) (hp : ∑ j, p j = 1) :
    HasDerivAt (iteratedDeriv 2 (logGen p x)) (I * (centralMoment p x 3 : ℂ)) 0 := by
  have h1 : moment p x 1 = mean p x := by simp [moment, mean]
  -- the third central moment in terms of moments about the origin
  have hc : centralMoment p x 3 =
      moment p x 3 - 3 * mean p x * moment p x 2 + 2 * mean p x ^ 3 := by
    have e : ∀ j, p j * (x j - mean p x) ^ 3 = p j * x j ^ 3 -
        3 * mean p x * (p j * x j ^ 2) + 3 * mean p x ^ 2 * (p j * x j) -
        mean p x ^ 3 * p j := by
      intro j; ring
    have hm : ∑ j, p j * x j = mean p x := rfl
    have h2 : ∑ j, p j * x j ^ 2 = moment p x 2 := rfl
    have h3 : ∑ j, p j * x j ^ 3 = moment p x 3 := rfl
    unfold centralMoment
    simp only [e, Finset.sum_add_distrib, Finset.sum_sub_distrib, ← Finset.mul_sum, hp, hm,
      h2, h3]
    ring
  have hz : genFn p x 0 ≠ 0 := by rw [genFn_zero p x hp]; exact one_ne_zero
  have d1 : HasDerivAt (phaseMoment p x 1) (phaseMoment p x 2 0) 0 :=
    hasDerivAt_phaseMoment p x 1 0
  have d2 : HasDerivAt (phaseMoment p x 2) (phaseMoment p x 3 0) 0 :=
    hasDerivAt_phaseMoment p x 2 0
  have r1 := d1.fun_div (hasDerivAt_genFn p x 0) hz
  have r2 := d2.fun_div (hasDerivAt_genFn p x 0) hz
  refine HasDerivAt.congr_of_eventuallyEq ((r2.fun_sub (r1.fun_mul r1)).congr_deriv ?_)
    (second_deriv_near_zero p x hp)
  rw [hc]
  simp only [genFn_zero p x hp, phaseMoment_at_zero, h1]
  push_cast
  linear_combination (-(I * ((moment p x 3 : ℂ) - 3 * (mean p x : ℂ) * (moment p x 2 : ℂ)
    + 2 * (mean p x : ℂ) ^ 3))) * Complex.I_sq
```

The same result in terms of `iteratedDeriv 3` is the main theorem. Lean's `deriv` is zero wherever a function is not differentiable, so it is the preceding `HasDerivAt` statement that guarantees that the last differentiation is genuine. The first two are genuine near q = 0 because C is smooth and avoids the cut there.

```lean
/-- For weights with sum one, the third derivative at `q = 0` of `log ∑ p_j exp(-i q x_j)` is `i`
times the third central moment of the position. -/
theorem third_cumulant (p x : ι → ℝ) (hp : ∑ j, p j = 1) :
    iteratedDeriv 3 (logGen p x) 0 = I * (centralMoment p x 3 : ℂ) := by
  have e : iteratedDeriv 3 (logGen p x) = deriv (iteratedDeriv 2 (logGen p x)) :=
    iteratedDeriv_succ
  rw [e]
  exact (hasDerivAt_second_deriv p x hp).deriv
```

In the usual convention log C(q) = ∑ (−i q)ⁿ κ_n/n!, the third cumulant is κ_3 = K_3, and the i is (−i)³.

Normalisation matters even for positive weights. Put a single weight 2 at position a ≠ 0. Near q = 0, log C(q) = log 2 − i q a, whose third derivative is zero. The definitions above, however, give m = 2a and K_3 = 2(a − 2a)³ = −2a³. A positive total weight is therefore not enough for the formula as written.

For a crystal with periodic boundary conditions over a length ℓ, the result does not apply directly: exp(−i q X) respects those conditions only at multiples of 2π/ℓ, and a function known only at such isolated points has no derivative at q = 0.

## Inversion symmetry and two sites

Suppose a permutation s of the sites preserves the weights and reflects the positions through a centre c, so that x_{s(j)} = 2c − x_j. Relabelling the sum for the mean gives m = 2c − m, hence m = c. Relabelling the sum for K_3 reverses the sign of each displacement, so K_3 = −K_3 = 0, and the third derivative vanishes.

```lean
/-- If a permutation of the sites preserves the weights, which have sum one, and reflects the
positions through a centre `c`, the third derivative of the logarithm of the generating function at
`q = 0` vanishes. -/
theorem third_cumulant_of_inversion (p x : ι → ℝ) (hp : ∑ j, p j = 1) (s : Equiv.Perm ι)
    (c : ℝ) (hps : ∀ j, p (s j) = p j) (hxs : ∀ j, x (s j) = 2 * c - x j) :
    iteratedDeriv 3 (logGen p x) 0 = 0 := by
  -- the mean position is the inversion centre
  have hm : mean p x = c := by
    have h : ∑ j, p (s j) * x (s j) = mean p x := Equiv.sum_comp s (fun j => p j * x j)
    have h' : ∑ j, p j * x j = mean p x := rfl
    simp only [hps, hxs, mul_sub, Finset.sum_sub_distrib, ← Finset.sum_mul, hp, one_mul] at h
    linarith
  -- reflection reverses the sign of every cubed displacement
  have h3 : centralMoment p x 3 = 0 := by
    have h : ∑ j, p (s j) * (x (s j) - c) ^ 3 = ∑ j, p j * (x j - c) ^ 3 :=
      Equiv.sum_comp s (fun j => p j * (x j - c) ^ 3)
    have e : ∀ j, p (s j) * (x (s j) - c) ^ 3 = -(p j * (x j - c) ^ 3) := by
      intro j
      rw [hps, hxs]
      ring
    rw [Finset.sum_congr rfl (fun j _ => e j), Finset.sum_neg_distrib] at h
    unfold centralMoment
    rw [hm]
    linarith
  rw [third_cumulant p x hp, h3, ofReal_zero, mul_zero]
```

For two sites at 0 and a, with weights 1 − w and w, the mean is w a and

    K_3 = (1 − w)(−w a)³ + w (a − w a)³
        = w(1 − w)[(1 − w)² − w²] a³
        = w(1 − w)(1 − 2w) a³.

For an electron shared between two sites, with 0 < w < 1 and a ≠ 0, this vanishes only at equal sharing, w = 1/2.

```lean
/-- For two sites at `0` and `a` with weights `1 - w` and `w`, the third derivative of the logarithm
of the generating function at `q = 0` is `i w (1 - w) (1 - 2 w) a³`. -/
theorem third_cumulant_two_sites (w a : ℝ) :
    iteratedDeriv 3 (logGen ![1 - w, w] ![0, a]) 0 =
      I * ((w * (1 - w) * (1 - 2 * w) * a ^ 3 : ℝ) : ℂ) := by
  have h : centralMoment ![1 - w, w] ![0, a] 3 = w * (1 - w) * (1 - 2 * w) * a ^ 3 := by
    simp [centralMoment, mean, Fin.sum_univ_two]
    ring
  rw [third_cumulant _ _ (by simp [Fin.sum_univ_two]), h]

end

end PolarisationCumulant
```

```lean
#print axioms PolarisationCumulant.second_cumulant
-- 'PolarisationCumulant.second_cumulant' depends on axioms: [propext, Classical.choice, Quot.sound]
#print axioms PolarisationCumulant.third_cumulant
-- 'PolarisationCumulant.third_cumulant' depends on axioms: [propext, Classical.choice, Quot.sound]
#print axioms PolarisationCumulant.third_cumulant_of_inversion
-- 'PolarisationCumulant.third_cumulant_of_inversion' depends on axioms: [propext, Classical.choice, Quot.sound]
#print axioms PolarisationCumulant.third_cumulant_two_sites
-- 'PolarisationCumulant.third_cumulant_two_sites' depends on axioms: [propext, Classical.choice, Quot.sound]
```
